# Away from the spectrum, the trace of the Green's matrix of a finite Hermitian Hamiltonian is the sum of 1/(z − E_k) over its energy levels

Let `H` be a finite Hermitian complex matrix, read as a Hamiltonian in an orthonormal basis, and let z be a complex number that is none of its eigenvalues. The theorem `trace_green` says that the trace of the Green's matrix (z − H)⁻¹ is the sum of 1/(z − E_k) over the eigenvalues E_k, each counted as often as it occurs. The proof takes the unitary matrix `U` whose columns are eigenvectors of `H`, and first shows that `H * U` is `U` times the diagonal matrix of eigenvalues. From this it writes the Green's matrix as `U` times a diagonal matrix times `star U`, and the cyclic property of the trace then removes `U`.

The first attempt, which Lean rejects:

```lean
import Mathlib

open MeasureTheory Set Filter Topology

namespace CoulsonIntegral

noncomputable section

variable {ι : Type*} [Fintype ι] [DecidableEq ι]

/-- The Green's matrix `G(z) = (z - H)⁻¹`, for `z` not an eigenvalue of `H`. -/
def green (H : Matrix ι ι ℂ) (z : ℂ) : Matrix ι ι ℂ :=
  (z • (1 : Matrix ι ι ℂ) - H)⁻¹

/-- Away from the spectrum, the trace of the Green's matrix is the sum of the simple poles
`1 / (z - l_k)` over the energy levels. -/
theorem trace_green {H : Matrix ι ι ℂ} (hH : H.IsHermitian) {z : ℂ}
    (hz : ∀ k, z ≠ (hH.eigenvalues k : ℂ)) :
    (green H z).trace = ∑ k, (z - (hH.eigenvalues k : ℂ))⁻¹ := by
  -- the unitary matrix whose columns are the eigenvectors
  obtain ⟨U, hU, hU', hHU⟩ : ∃ U : Matrix ι ι ℂ, U * star U = 1 ∧ star U * U = 1 ∧
      H * U = U * Matrix.diagonal (fun k => (hH.eigenvalues k : ℂ)) := by
    refine ⟨hH.eigenvectorUnitary, Matrix.mem_unitaryGroup_iff.mp hH.eigenvectorUnitary.2,
      Matrix.mem_unitaryGroup_iff'.mp hH.eigenvectorUnitary.2, ?_⟩
    ext i j
    have h := congrFun (hH.mulVec_eigenvectorBasis j) i
    simpa [Matrix.mul_apply, Matrix.mulVec, dotProduct, Matrix.mul_diagonal,
      Matrix.IsHermitian.eigenvectorUnitary_apply, mul_comm] using h
  have hzU : (z • (1 : Matrix ι ι ℂ) - H) * U
      = U * Matrix.diagonal (fun k => z - (hH.eigenvalues k : ℂ)) := by
    rw [sub_mul, hHU, Matrix.smul_mul, one_mul]
    ext i j
    simp only [Matrix.sub_apply, Matrix.smul_apply, Matrix.mul_diagonal, smul_eq_mul]
    ring
  have hD : Matrix.diagonal (fun k => z - (hH.eigenvalues k : ℂ))
      * Matrix.diagonal (fun k => (z - (hH.eigenvalues k : ℂ))⁻¹) = 1 := by
    rw [Matrix.diagonal_mul_diagonal, ← Matrix.diagonal_one]
    exact congrArg Matrix.diagonal
      (funext fun k => mul_inv_cancel₀ (sub_ne_zero.mpr (hz k)))
  -- the resolvent in its spectral form
  have hG : green H z
      = U * Matrix.diagonal (fun k => (z - (hH.eigenvalues k : ℂ))⁻¹) * star U := by
    apply Matrix.inv_eq_right_inv
    rw [← Matrix.mul_assoc, ← Matrix.mul_assoc, hzU, Matrix.mul_assoc U, hD, mul_one, hU]
  rw [hG, Matrix.trace_mul_comm, ← Matrix.mul_assoc, hU', one_mul, Matrix.trace_diagonal]

end

end CoulsonIntegral
```

Lean reports:

```
Main.lean:27:4: error: Type mismatch: After simplification, term
  h
 has type
  ∑ x, H i x * (hH.eigenvectorBasis j).ofLp x = ↑(hH.eigenvalues j) * (hH.eigenvectorBasis j).ofLp i
but is expected to have type
  ∑ j_1, H i j_1 * (hH.eigenvectorBasis j).ofLp j_1 =
    ∑ j_1, (hH.eigenvectorBasis j_1).ofLp i * Matrix.diagonal (fun k => ↑(hH.eigenvalues k)) j_1 j
```

Cause. The error is in the proof that `H * U` equals `U` times the diagonal matrix of eigenvalues, checked entry by entry. The hypothesis `h` is the eigenvector equation, and its right side is a single product, an eigenvalue times an eigenvector component. In the message the goal has the same left side, but its right side is still a sum containing entries of `Matrix.diagonal`.

The call to `simpa` was given two lemmas that both apply to that right side. `Matrix.mul_diagonal` turns an entry of a matrix times a diagonal matrix into one product, while `Matrix.mul_apply` expands an entry of any matrix product into a sum. The second was used first, and after that the first had no matrix product left to match. Nothing else in the call collapsed the sum.

The repair runs `rw [Matrix.mul_diagonal]` before `simpa`, so the right side becomes a single product while it still has the form the lemma needs. `Matrix.mul_apply` then expands only the entry of `H * U`, and the goal agrees with `h`. Dropping `Matrix.mul_diagonal` from the `simpa` list is mere tidying, since its work is already done.

The repair, with which the file compiles:

```diff
@@ -25,5 +25,6 @@
     ext i j
     have h := congrFun (hH.mulVec_eigenvectorBasis j) i
-    simpa [Matrix.mul_apply, Matrix.mulVec, dotProduct, Matrix.mul_diagonal,
+    rw [Matrix.mul_diagonal]
+    simpa [Matrix.mul_apply, Matrix.mulVec, dotProduct,
       Matrix.IsHermitian.eigenvectorUnitary_apply, mul_comm] using h
   have hzU : (z • (1 : Matrix ι ι ℂ) - H) * U
```
